# Isobaric volume sampling fixes the extra drift in stochastic cell rescaling at c kT

Suppose a barostat moves the volume V by an Itô equation with drift cV(Pint − P) and diffusion coefficient c kT V, where c and kT are positive. Pressure relaxation looks right, yet the volume density with zero probability flux is ρ/V instead of the isobaric ρ, and the factor 1/V favours small cells. An extra drift c kT removes this bias, provided that the partition function Z is positive and differentiable at all V > 0.

## The volume as a single diffusing variable

Here kT is the thermal energy, P the external pressure, c the barostat's rate constant (compressibility over relaxation time) and g(V) an undetermined extra drift. The model is

Pint = kT Z′/Z,  ρ = Z exp(−PV/kT)

D = c kT V,  a = cV(Pint − P) + g

J[p] = a p − (D p)′

where J[p] is the Fokker–Planck flux of a volume density p for the Itô equation dV = a dt + √(2D) dW, with W a Wiener process. A stationary density has constant flux, and the constant is zero if no probability enters or leaves at either end of the volume range.

```lean
import Mathlib

open MeasureTheory

namespace StochasticCellRescaling

noncomputable section

/-- Internal pressure `kT Z'/Z` of a system with configurational partition function `Z`,
at volumes where `Z` is differentiable and nonzero. -/
def internalPressure (kT : ℝ) (Z : ℝ → ℝ) (V : ℝ) : ℝ := kT * deriv Z V / Z V

/-- Unnormalised isobaric volume density `Z(V) exp(-PV/kT)`, for `kT ≠ 0`. -/
def isobaricWeight (kT P : ℝ) (Z : ℝ → ℝ) (V : ℝ) : ℝ := Z V * Real.exp (-(P * V) / kT)

/-- Volume-dependent diffusion coefficient `kT c V`. -/
def diffusion (kT c V : ℝ) : ℝ := kT * c * V

/-- Volume drift: relaxation towards the external pressure `P` plus an extra term `g`. -/
def drift (kT c P : ℝ) (Z g : ℝ → ℝ) (V : ℝ) : ℝ :=
  c * V * (internalPressure kT Z V - P) + g V

/-- Fokker-Planck probability flux `a p - (D p)'` of a volume density `p`. -/
def flux (kT c P : ℝ) (Z g p : ℝ → ℝ) (V : ℝ) : ℝ :=
  drift kT c P Z g V * p V - deriv (fun v => diffusion kT c v * p v) V
```

The Itô drift gives the mean rate of change of an observable f(V).

```lean
/-- Itô drift `a f' + D f''` of an observable `f` of the volume. -/
def itoDrift (kT c P : ℝ) (Z g f : ℝ → ℝ) (V : ℝ) : ℝ :=
  drift kT c P Z g V * deriv f V + diffusion kT c V * deriv (deriv f) V
```

In Lean all these are functions on the whole real line; the main theorem imposes conditions on Z, g and p only at V > 0. P may have either sign, and g needs no continuity.

## Positive temperature and a positive, differentiable Z

kT > 0 means that there is thermal noise. Differentiability of Z gives the mean internal pressure a meaning, and Z > 0 says that every volume is accessible. By hand, all three enter the slope of ρ:

ρ′ = (Z′/Z − P/kT)ρ = (Pint − P)ρ/kT

In the proof, `hd` supplies the derivative of Z, and `field_simp` uses kT > 0 and Z > 0 to clear the denominators.

```lean
variable {kT c P V : ℝ} {Z g p : ℝ → ℝ}

/-- The logarithmic slope of the isobaric weight is the pressure imbalance over `kT`. -/
theorem hasDerivAt_isobaricWeight (hkT : 0 < kT) (hZ : 0 < Z V)
    (hd : DifferentiableAt ℝ Z V) :
    HasDerivAt (isobaricWeight kT P Z)
      ((internalPressure kT Z V - P) / kT * isobaricWeight kT P Z V) V := by
  have h1 : HasDerivAt (fun v : ℝ => -(P * v) / kT) (-P / kT) V :=
    (((hasDerivAt_id' V).const_mul P).fun_neg.div_const kT).congr_deriv (by ring)
  refine (hd.hasDerivAt.fun_mul h1.exp).congr_deriv ?_
  unfold internalPressure isobaricWeight
  generalize Real.exp (-(P * V) / kT) = e
  field_simp
  ring
```

The product rule expands the flux of any differentiable density:

J[p] = (a − c kT)p − c kT V p′

```lean
/-- The flux of a differentiable density, with the derivative of the diffusion term expanded. -/
theorem flux_eq {p' : ℝ} (hp : HasDerivAt p p' V) :
    flux kT c P Z g p V = (drift kT c P Z g V - kT * c) * p V - kT * c * V * p' := by
  have hD : HasDerivAt (diffusion kT c) (kT * c) V :=
    ((hasDerivAt_id' V).const_mul (kT * c)).congr_deriv (by ring)
  unfold flux
  rw [(hD.fun_mul hp).deriv]
  unfold diffusion
  ring
```

Inserting ρ′ cancels the pressure terms:

J[ρ] = [cV(Pint − P) + g − c kT]ρ − cV(Pint − P)ρ = (g − c kT)ρ

```lean
/-- The flux of the isobaric weight is the weight times the mismatch `g - c kT`. -/
theorem flux_isobaricWeight (hkT : 0 < kT) (hZ : 0 < Z V) (hd : DifferentiableAt ℝ Z V) :
    flux kT c P Z g (isobaricWeight kT P Z) V
      = (g V - c * kT) * isobaricWeight kT P Z V := by
  rw [flux_eq (hasDerivAt_isobaricWeight hkT hZ hd)]
  have h : kT * ((internalPressure kT Z V - P) / kT) = internalPressure kT Z V - P := by
    field_simp
  unfold drift
  linear_combination (-(c * V * isobaricWeight kT P Z V)) * h
```

Since ρ > 0, zero flux forces g = c kT. Where Z vanished, ρ would vanish too and this argument would leave g undetermined; hard particles with a close-packing volume are therefore excluded.

## A barostat that acts: c > 0 and V > 0

A positive c means that the cell responds to pressure. The equivalence for g holds for any c, but uniqueness needs c ≠ 0. With g = c kT,

J[p] = c kT V [(Pint − P)p/kT − p′]

and the prefactor must be nonzero before it can be cancelled; this is `hn` in the proof. At c = 0 and g = 0 every density has zero flux.

```lean
/-- With `g = c kT`, a density differentiable at `V` has zero flux there exactly when its slope is
`(Pint - P)/kT` times its value. -/
theorem flux_eq_zero_iff_deriv (hkT : 0 < kT) (hc : 0 < c) (hV : 0 < V)
    (hg : g V = c * kT) (hp : DifferentiableAt ℝ p V) :
    flux kT c P Z g p V = 0 ↔ deriv p V = (internalPressure kT Z V - P) / kT * p V := by
  have h : kT * ((internalPressure kT Z V - P) / kT) = internalPressure kT Z V - P := by
    field_simp
  have e : flux kT c P Z g p V
      = (c * V * kT) * ((internalPressure kT Z V - P) / kT * p V - deriv p V) := by
    rw [flux_eq hp.hasDerivAt]
    unfold drift
    rw [hg]
    linear_combination (-(c * V * p V)) * h
  have hn : c * V * kT ≠ 0 := by positivity
  rw [e, mul_eq_zero, sub_eq_zero]
  exact ⟨fun h => (h.resolve_left hn).symm, fun h => Or.inr h.symm⟩
```

## Differentiable densities on one connected half-line

Differentiability of p excludes jumps. Without it, p could be one multiple of ρ below some volume and another above, with zero flux on either side. For differentiable p with zero flux,

(p/ρ)′ = (p′ρ − pρ′)/ρ² = 0

so p/ρ is constant, because the volumes V > 0 form one interval. Conversely, p = Cρ gives p′ = Cρ′ and hence zero flux.

The theorem states both results: ρ has zero flux at every V > 0 iff g = c kT there, and under that condition the differentiable zero-flux densities are exactly the multiples Cρ. The proof establishes the first volume by volume. For the second, `hq` is the quotient calculation, `isPreconnected_Ioi` supplies the single interval, and C is read off at V = 1.

```lean
/-- Stochastic cell rescaling: the isobaric weight has zero flux at all positive volumes iff
`g = c kT`, and then the differentiable zero-flux densities are exactly its constant multiples. -/
theorem zero_flux_characterisation (hkT : 0 < kT) (hc : 0 < c)
    (hZ : ∀ V, 0 < V → 0 < Z V) (hd : ∀ V, 0 < V → DifferentiableAt ℝ Z V) :
    ((∀ V, 0 < V → flux kT c P Z g (isobaricWeight kT P Z) V = 0) ↔
      ∀ V, 0 < V → g V = c * kT) ∧
    ((∀ V, 0 < V → g V = c * kT) →
      ∀ p : ℝ → ℝ, (∀ V, 0 < V → DifferentiableAt ℝ p V) →
        ((∀ V, 0 < V → flux kT c P Z g p V = 0) ↔
          ∃ C : ℝ, ∀ V, 0 < V → p V = C * isobaricWeight kT P Z V)) := by
  have hw : ∀ V, 0 < V → isobaricWeight kT P Z V ≠ 0 := fun V hV =>
    (mul_pos (hZ V hV) (Real.exp_pos _)).ne'
  have hw' := fun V (hV : 0 < V) =>
    hasDerivAt_isobaricWeight (P := P) hkT (hZ V hV) (hd V hV)
  refine ⟨forall₂_congr fun V hV => ?_, fun hg p hp => ⟨fun hJ => ?_, ?_⟩⟩
  · rw [flux_isobaricWeight hkT (hZ V hV) (hd V hV), mul_eq_zero, sub_eq_zero]
    exact ⟨fun h => h.resolve_right (hw V hV), Or.inl⟩
  · -- the ratio of the two densities has zero derivative on the half-line
    have hq : ∀ V, 0 < V → HasDerivAt (fun v => p v / isobaricWeight kT P Z v) 0 V := by
      intro V hV
      refine ((hp V hV).hasDerivAt.fun_div (hw' V hV) (hw V hV)).congr_deriv ?_
      rw [(flux_eq_zero_iff_deriv hkT hc hV (hg V hV) (hp V hV)).mp (hJ V hV)]
      ring
    refine ⟨p 1 / isobaricWeight kT P Z 1, fun V hV => ?_⟩
    have hconst : p V / isobaricWeight kT P Z V = p 1 / isobaricWeight kT P Z 1 :=
      isOpen_Ioi.is_const_of_deriv_eq_zero isPreconnected_Ioi
        (fun v hv => (hq v hv).differentiableAt.differentiableWithinAt)
        (fun v hv => (hq v hv).deriv) (Set.mem_Ioi.mpr hV) (Set.mem_Ioi.mpr one_pos)
    exact (div_eq_iff (hw V hV)).mp hconst
  · rintro ⟨C, hC⟩ V hV
    have he : p =ᶠ[nhds V] fun v => C * isobaricWeight kT P Z v := by
      filter_upwards [Ioi_mem_nhds hV] with v hv using hC v hv
    rw [flux_eq_zero_iff_deriv hkT hc hV (hg V hV) (hp V hV), he.deriv_eq,
      ((hw' V hV).const_mul C).deriv, hC V hV]
    ring
```

C may be zero or negative until p is required to integrate to one. Then C∫ρ = 1, which fixes p = ρ/∫ρ. Such a p exists only if ∫ρ is finite; for the ideal gas this requires P > 0.

```lean
/-- With `g = c kT`, a differentiable zero-flux density of total probability one is the
isobaric weight divided by its integral over positive volumes. -/
theorem normalised_zero_flux_density (hkT : 0 < kT) (hc : 0 < c)
    (hZ : ∀ V, 0 < V → 0 < Z V) (hd : ∀ V, 0 < V → DifferentiableAt ℝ Z V)
    (hg : ∀ V, 0 < V → g V = c * kT) (hp : ∀ V, 0 < V → DifferentiableAt ℝ p V)
    (hJ : ∀ V, 0 < V → flux kT c P Z g p V = 0) (h1 : ∫ v in Set.Ioi (0 : ℝ), p v = 1) :
    ∀ V, 0 < V →
      p V = isobaricWeight kT P Z V / ∫ v in Set.Ioi (0 : ℝ), isobaricWeight kT P Z v := by
  obtain ⟨C, hC⟩ := ((zero_flux_characterisation hkT hc hZ hd).2 hg p hp).mp hJ
  have hI : C * ∫ v in Set.Ioi (0 : ℝ), isobaricWeight kT P Z v = 1 := by
    rw [← integral_const_mul, ← h1]
    exact setIntegral_congr_fun measurableSet_Ioi fun v hv => (hC v hv).symm
  intro V hV
  rw [hC V hV, eq_div_iff (right_ne_zero_of_mul_eq_one hI)]
  linear_combination isobaricWeight kT P Z V * hI
```

## The zero-flux density at g = 0

Putting p = ρ/V and g = 0 into the expanded flux gives

J[ρ/V] = c(Pint − P)ρ − c kT ρ/V − c(Pint − P)ρ + c kT ρ/V = 0

```lean
/-- If the extra drift is left out (`g = 0`), the density with weight `ρ(V)/V` has zero flux. -/
theorem flux_without_correction (hkT : 0 < kT) (hV : 0 < V) (hZ : 0 < Z V)
    (hd : DifferentiableAt ℝ Z V) :
    flux kT c P Z (fun _ => 0) (fun v => isobaricWeight kT P Z v / v) V = 0 := by
  have hw := hasDerivAt_isobaricWeight (P := P) hkT hZ hd
  rw [flux_eq (hw.fun_div (hasDerivAt_id' V) hV.ne')]
  unfold drift
  field_simp
  ring
```

## The update in a simulation code

For ε = log V, the derivatives 1/V and −1/V² give the Itô drift

a/V − D/V² = c(Pint − P) + (g − c kT)/V

The correction is therefore absorbed exactly when g = c kT.

```lean
/-- The Itô drift of the logarithm of the volume is the bare pressure imbalance
`c (Pint - P)` exactly when `g = c kT`. -/
theorem itoDrift_log_iff (hV : 0 < V) :
    itoDrift kT c P Z g Real.log V = c * (internalPressure kT Z V - P) ↔ g V = c * kT := by
  have h2 : deriv (deriv Real.log) V = -(V ^ 2)⁻¹ := by
    rw [Real.deriv_log']
    exact (hasDerivAt_inv hV.ne').deriv
  have key : itoDrift kT c P Z g Real.log V
      = c * (internalPressure kT Z V - P) + (g V - c * kT) / V := by
    unfold itoDrift drift diffusion
    rw [h2, Real.deriv_log]
    field_simp
    ring
  rw [key]
  constructor
  · intro h
    have h0 : (g V - c * kT) / V = 0 := by linarith
    exact sub_eq_zero.mp ((div_eq_zero_iff.mp h0).resolve_right hV.ne')
  · intro h
    rw [h, sub_self, zero_div, add_zero]
```

With time step Δt and a standard normal number ξ, a simple update is

ε ← ε + c(Pint − P)Δt + √(2c kT Δt/V) ξ

and the cell lengths and atomic positions scale by exp(Δε/3). If the pressure contains the instantaneous kinetic energy, the momenta scale by the inverse factor. An Euler–Maruyama step for V itself includes the term c kT Δt explicitly.

For constant-pressure first-principles dynamics, the result checks the target volume distribution in a one-variable, isotropic model with the exact mean pressure. A simulation supplies a fluctuating pressure from the kinetic energy and the electronic-structure stress; that coupling, time-step error and convergence to ρ are not treated.

The ideal gas checks the pressure convention: Z = V^N gives Pint V = N kT.

```lean
/-- For `Z = V^N` the internal pressure obeys the ideal gas law `Pint V = N kT`. -/
theorem internalPressure_idealGas (N : ℕ) (hV : 0 < V) :
    internalPressure kT (fun v => v ^ N) V * V = N * kT := by
  unfold internalPressure
  rw [(hasDerivAt_pow N V).deriv]
  cases N with
  | zero => simp
  | succ n =>
    rw [Nat.add_sub_cancel]
    change kT * (((n + 1 : ℕ) : ℝ) * V ^ n) / V ^ (n + 1) * V = ((n + 1 : ℕ) : ℝ) * kT
    rw [div_mul_eq_mul_div, div_eq_iff (pow_pos hV (n + 1)).ne']
    ring

end

end StochasticCellRescaling
```

```lean
#print axioms StochasticCellRescaling.zero_flux_characterisation
#print axioms StochasticCellRescaling.normalised_zero_flux_density
#print axioms StochasticCellRescaling.itoDrift_log_iff
#print axioms StochasticCellRescaling.internalPressure_idealGas
```

```
'StochasticCellRescaling.zero_flux_characterisation' depends on axioms: [propext, Classical.choice, Quot.sound]
'StochasticCellRescaling.normalised_zero_flux_density' depends on axioms: [propext, Classical.choice, Quot.sound]
'StochasticCellRescaling.itoDrift_log_iff' depends on axioms: [propext, Classical.choice, Quot.sound]
'StochasticCellRescaling.internalPressure_idealGas' depends on axioms: [propext, Classical.choice, Quot.sound]
```
